# With an exact correction, the rounding error of $bc$ affects the computed $ad-bc$ only at second order

A difference of products $ad-bc$ loses accuracy in floating-point arithmetic when the two products nearly cancel, and each rounding in its evaluation is modelled here as multiplication of the exact result by a factor $1+\delta$ with $|\delta|\le u$. The inputs $a,b,c,d$ are real numbers, and the relative errors $\delta$ may be any real numbers within the bound. The constant $u$ stands for the precision of the machine: in IEEE double precision with rounding to nearest, $u=2^{-53}$, as long as no operation overflows or underflows.

## Where two products cancel

The expression $ad-bc$ is a $2\times2$ determinant. It gives a component of the angular momentum of a classical particle, $xp_y-yp_x$, and the amplitude of two electrons of equal spin in two real orthonormal orbitals,

$$\Psi(\mathbf r_1,\mathbf r_2)=\frac{1}{\sqrt2}\bigl[\varphi_1(\mathbf r_1)\varphi_2(\mathbf r_2)-\varphi_1(\mathbf r_2)\varphi_2(\mathbf r_1)\bigr].$$

When the electrons approach each other, the two products become equal and the bracket tends to zero. For electronic structure, the result bounds the rounding error of this bracket in a single two-electron determinant whose four orbital values are taken as exact. The factor $1/\sqrt2$ scales the amplitude and its error alike, and rounding in that last multiplication would be a further error.

If $bc$ is rounded before the subtraction, its error may be as large as $u|bc|$, which can exceed the difference that survives. A fused multiply-add computes $ad-w$ with a single rounding, but it can't remove an error already present in $w$. The remedy is to compute that error and add it back.

## Three roundings and one exact correction

Write $D=ad-bc$ for the exact difference. The evaluation has three rounded steps:

$$w=bc(1+\delta_0),\qquad f=(ad-w)(1+\delta_1),\qquad r=\bigl(f+(w-bc)\bigr)(1+\delta_2).$$

The correction $w-bc$ carries no rounding factor. This is the step from the model to a real machine that no hypothesis covers, because exactness is written into the definition of $r$. On hardware it rests on a property of floating-point numbers: with rounding to nearest, no overflow, and no underflow in either the product or its error, the error of a rounded product of two floating-point numbers is itself a floating-point number, so a second fused operation returns it unchanged.

## The bounds in words

If $|\delta_0|$, $|\delta_1|$ and $|\delta_2|$ are all at most $u$, then

$$|r-D|\le(2u+u^2)|D|+u^2(1+u)|bc|.$$

Without the correction, the same hypotheses on $\delta_0$ and $\delta_1$ give

$$|f-D|\le u|D|+u(1+u)|bc|.$$

The correction therefore gains one factor of $u$ in the term with $|bc|$, while the coefficient of $|D|$ rises from $u$ to $2u+u^2$. Both bounds are attained within the model: for every choice of inputs and every $u\ge0$ there are admissible rounding errors that give equality. If in addition $u|bc|\le|D|$, the compensated error is at most $(3u+2u^2)|D|$, which is a small relative error even under strong cancellation.

In the Lean file, `roundedProduct b c δ₀` is $w$, `fusedResidual a d w δ₁` is $f$, and `compensated a b c d δ₀ δ₁ δ₂` is $r$. The word "residual" means the rounded difference $ad-w$ here, not the residual of a linear system. The exact difference has no name of its own and appears as `a * d - b * c`. The hypotheses `h₀`, `h₁` and `h₂` bound the three relative errors. The upper bounds don't assume $u\ge0$ separately, since it follows from $0\le|\delta_0|\le u$; the theorems on attainment do assume it, as `hu`.

Everything is stated over the real numbers, with no set of machine numbers and no rounding function. In the theorems on attainment the errors are chosen freely after the inputs, whereas on a machine the inputs determine them. Equality in the model thus doesn't imply that some machine calculation reaches the bound.

## How the first-order error cancels

From the definition of $w$,

$$w-bc=bc\,\delta_0,\qquad ad-w=D-bc\,\delta_0.$$

The fused step gives

$$f=(D-bc\,\delta_0)(1+\delta_1)=D-bc\,\delta_0+(D-bc\,\delta_0)\delta_1.$$

Adding the correction $bc\,\delta_0$ removes the second term:

$$f+(w-bc)=D+(D-bc\,\delta_0)\delta_1.$$

Multiplying by $1+\delta_2$ and subtracting $D$ leaves

$$r-D=D\delta_2+(D-bc\,\delta_0)\delta_1(1+\delta_2).$$

The error $\delta_0$ of the product now occurs only when multiplied by $\delta_1$. The triangle inequality gives $|D-bc\,\delta_0|\le|D|+u|bc|$, and $|1+\delta_2|\le1+u$, so

$$|r-D|\le u|D|+(|D|+u|bc|)\,u(1+u)=(2u+u^2)|D|+u^2(1+u)|bc|.$$

For equality, take $\delta_1=\delta_2=u$ and $\delta_0=-su$ with $s=\pm1$. Then

$$r-D=(2u+u^2)D+s\,u^2(1+u)\,bc,$$

and $s$ is chosen so that the two terms don't have opposite signs.

For the uncorrected value, the expression for $f$ gives

$$f-D=\delta_1D-\delta_0(1+\delta_1)bc.$$

The triangle inequality yields its bound, and $\delta_1=u$, $\delta_0=-su$ attains it by the same choice of sign.

Finally, if $u|bc|\le|D|$, then

$$u^2(1+u)|bc|=u(1+u)\cdot u|bc|\le u(1+u)|D|,$$

and the coefficients of $|D|$ add up to $(2u+u^2)+(u+u^2)=3u+2u^2$.

## Complete cancellation

Let $ad=bc$, so that $D=0$. The compensated bound becomes $u^2(1+u)|bc|$ and the uncorrected one $u(1+u)|bc|$. The bound on the relative error says nothing here unless $u|bc|=0$, because its hypothesis fails.

This limit also shows how the model can be more pessimistic than a machine. When $ad=bc$, the fused step has to round $ad-w=-(w-bc)$. Under the conditions given above this is already a floating-point number, so the step is exact and the correction returns $r=0$.

## An instance with two decimal digits

Round every result to two significant decimal digits, for which $u=0.05$. Take $a=3.7$, $d=4.7$, $b=4.3$ and $c=3.8$. The exact products are $ad=17.39$ and $bc=16.34$, so $D=1.05$.

- The rounded product is $w=16$, and the correction is $w-bc=-0.34$, which fits in two digits.
- The fused step gives $17.39-16=1.39$, rounded to $f=1.4$.
- The corrected sum is $1.4-0.34=1.06$, rounded to $r=1.1$.

The uncorrected value $f$ is wrong by $0.35$, a third of the result. The corrected value $r$ is wrong by $0.05$. The bounds are about $0.91$ for $f$ and $0.15$ for $r$. The condition $u|bc|\le|D|$ reads $0.817\le1.05$ and holds, and the resulting bound $(3u+2u^2)|D|$ is about $0.16$.

## The Lean file

```lean
import Mathlib

namespace FusedDifferenceOfProducts

/-- The product `b c` after one rounding with relative error `δ₀`. -/
def roundedProduct (b c δ₀ : ℝ) : ℝ := b * c * (1 + δ₀)

/-- The fused operation `a d - w`, rounded only once, with relative error `δ₁`. -/
def fusedResidual (a d w δ₁ : ℝ) : ℝ := (a * d - w) * (1 + δ₁)

/-- The compensated difference of products: the exact error `w - b c` of the rounded
product `w` is added to the fused residual, and the sum is rounded with relative
error `δ₂`. -/
def compensated (a b c d δ₀ δ₁ δ₂ : ℝ) : ℝ :=
  (fusedResidual a d (roundedProduct b c δ₀) δ₁ + (roundedProduct b c δ₀ - b * c)) * (1 + δ₂)

/-- The exact error of the compensated difference: the rounding error `δ₀` of the product
appears only multiplied by the rounding error `δ₁` of the fused residual. -/
theorem compensated_error (a b c d δ₀ δ₁ δ₂ : ℝ) :
    compensated a b c d δ₀ δ₁ δ₂ - (a * d - b * c) =
      (a * d - b * c) * δ₂ + (a * d - b * c - b * c * δ₀) * δ₁ * (1 + δ₂) := by
  unfold compensated fusedResidual roundedProduct
  ring

/-- Error bound for the compensated difference of products: if all three relative rounding errors
are at most `u` in size, the error is bounded by a first-order term in `|a d - b c|` plus a term in
`|b c|` that is only of second order in `u`. -/
theorem compensated_error_le {a b c d δ₀ δ₁ δ₂ u : ℝ}
    (h₀ : |δ₀| ≤ u) (h₁ : |δ₁| ≤ u) (h₂ : |δ₂| ≤ u) :
    |compensated a b c d δ₀ δ₁ δ₂ - (a * d - b * c)| ≤
      (2 * u + u ^ 2) * |a * d - b * c| + u ^ 2 * (1 + u) * |b * c| := by
  have hu : 0 ≤ u := (abs_nonneg δ₀).trans h₀
  -- the fused residual before its own rounding
  have hX : |a * d - b * c - b * c * δ₀| ≤ |a * d - b * c| + |b * c| * u := by
    calc |a * d - b * c - b * c * δ₀| ≤ |a * d - b * c| + |b * c * δ₀| := abs_sub _ _
      _ = |a * d - b * c| + |b * c| * |δ₀| := by rw [abs_mul (b * c) δ₀]
      _ ≤ |a * d - b * c| + |b * c| * u := by gcongr
  have hY : |1 + δ₂| ≤ 1 + u := by
    have h := abs_le.mp h₂
    exact abs_le.mpr ⟨by linarith [h.1], by linarith [h.2]⟩
  rw [compensated_error]
  calc |(a * d - b * c) * δ₂ + (a * d - b * c - b * c * δ₀) * δ₁ * (1 + δ₂)|
      ≤ |(a * d - b * c) * δ₂| + |(a * d - b * c - b * c * δ₀) * δ₁ * (1 + δ₂)| :=
        abs_add_le _ _
    _ = |a * d - b * c| * |δ₂| + |a * d - b * c - b * c * δ₀| * |δ₁| * |1 + δ₂| := by
        rw [abs_mul (a * d - b * c) δ₂,
          abs_mul ((a * d - b * c - b * c * δ₀) * δ₁) (1 + δ₂),
          abs_mul (a * d - b * c - b * c * δ₀) δ₁]
    _ ≤ |a * d - b * c| * u + (|a * d - b * c| + |b * c| * u) * u * (1 + u) := by gcongr
    _ = (2 * u + u ^ 2) * |a * d - b * c| + u ^ 2 * (1 + u) * |b * c| := by ring

/-- Two error contributions with nonnegative weights `p` and `q` add up in size for a
suitable choice of their relative sign `s`. -/
theorem exists_aligning_sign {p q : ℝ} (hp : 0 ≤ p) (hq : 0 ≤ q) (x y : ℝ) :
    ∃ s : ℝ, |s| = 1 ∧ |p * x + s * (q * y)| = p * |x| + q * |y| := by
  have key : ∀ v w : ℝ, ∃ s : ℝ, |s| = 1 ∧ |v + s * w| = |v| + |w| := by
    intro v w
    rcases le_total 0 v with hv | hv
    · rcases le_total 0 w with hw | hw
      · refine ⟨1, by simp, ?_⟩
        rw [one_mul, abs_of_nonneg hv, abs_of_nonneg hw, abs_of_nonneg (add_nonneg hv hw)]
      · refine ⟨-1, by simp, ?_⟩
        have h : 0 ≤ v + -1 * w := by linarith
        rw [abs_of_nonneg h, abs_of_nonneg hv, abs_of_nonpos hw]
        ring
    · rcases le_total 0 w with hw | hw
      · refine ⟨-1, by simp, ?_⟩
        have h : v + -1 * w ≤ 0 := by linarith
        rw [abs_of_nonpos h, abs_of_nonpos hv, abs_of_nonneg hw]
        ring
      · refine ⟨1, by simp, ?_⟩
        have h : v + 1 * w ≤ 0 := by linarith
        rw [abs_of_nonpos h, abs_of_nonpos hv, abs_of_nonpos hw]
        ring
  obtain ⟨s, hs, h⟩ := key (p * x) (q * y)
  refine ⟨s, hs, ?_⟩
  rw [h, abs_mul p x, abs_mul q y, abs_of_nonneg hp, abs_of_nonneg hq]

/-- The bound is sharp in this rounding model: for all inputs and every `u ≥ 0` there are
relative rounding errors of size at most `u` for which it is an equality. -/
theorem compensated_error_attained (a b c d : ℝ) {u : ℝ} (hu : 0 ≤ u) :
    ∃ δ₀ δ₁ δ₂ : ℝ, |δ₀| ≤ u ∧ |δ₁| ≤ u ∧ |δ₂| ≤ u ∧
      |compensated a b c d δ₀ δ₁ δ₂ - (a * d - b * c)| =
        (2 * u + u ^ 2) * |a * d - b * c| + u ^ 2 * (1 + u) * |b * c| := by
  obtain ⟨s, hs, h⟩ := exists_aligning_sign (p := 2 * u + u ^ 2) (q := u ^ 2 * (1 + u))
    (by positivity) (by positivity) (a * d - b * c) (b * c)
  have h₀ : |-s * u| = u := by rw [abs_mul, abs_neg, hs, one_mul, abs_of_nonneg hu]
  refine ⟨-s * u, u, u, h₀.le, (abs_of_nonneg hu).le, (abs_of_nonneg hu).le, ?_⟩
  rw [← h, compensated_error]
  congr 1
  ring

/-- Without the correction, the fused residual has an error bound in which the product
`b c` enters at first order in `u`, the bound on both relative rounding errors. -/
theorem uncompensated_error_le {a b c d δ₀ δ₁ u : ℝ} (h₀ : |δ₀| ≤ u) (h₁ : |δ₁| ≤ u) :
    |fusedResidual a d (roundedProduct b c δ₀) δ₁ - (a * d - b * c)| ≤
      u * |a * d - b * c| + u * (1 + u) * |b * c| := by
  have hu : 0 ≤ u := (abs_nonneg δ₀).trans h₀
  have hY : |1 + δ₁| ≤ 1 + u := by
    have h := abs_le.mp h₁
    exact abs_le.mpr ⟨by linarith [h.1], by linarith [h.2]⟩
  have he : fusedResidual a d (roundedProduct b c δ₀) δ₁ - (a * d - b * c) =
      δ₁ * (a * d - b * c) - δ₀ * (1 + δ₁) * (b * c) := by
    unfold fusedResidual roundedProduct
    ring
  rw [he]
  calc |δ₁ * (a * d - b * c) - δ₀ * (1 + δ₁) * (b * c)|
      ≤ |δ₁ * (a * d - b * c)| + |δ₀ * (1 + δ₁) * (b * c)| := abs_sub _ _
    _ = |δ₁| * |a * d - b * c| + |δ₀| * |1 + δ₁| * |b * c| := by
        rw [abs_mul δ₁ (a * d - b * c), abs_mul (δ₀ * (1 + δ₁)) (b * c),
          abs_mul δ₀ (1 + δ₁)]
    _ ≤ u * |a * d - b * c| + u * (1 + u) * |b * c| := by gcongr

/-- The first-order bound for the uncorrected residual is sharp in this rounding model: for
all inputs and every `u ≥ 0`, rounding errors of size at most `u` attain it. -/
theorem uncompensated_error_attained (a b c d : ℝ) {u : ℝ} (hu : 0 ≤ u) :
    ∃ δ₀ δ₁ : ℝ, |δ₀| ≤ u ∧ |δ₁| ≤ u ∧
      |fusedResidual a d (roundedProduct b c δ₀) δ₁ - (a * d - b * c)| =
        u * |a * d - b * c| + u * (1 + u) * |b * c| := by
  obtain ⟨s, hs, h⟩ := exists_aligning_sign (p := u) (q := u * (1 + u))
    hu (by positivity) (a * d - b * c) (b * c)
  have h₀ : |-s * u| = u := by rw [abs_mul, abs_neg, hs, one_mul, abs_of_nonneg hu]
  refine ⟨-s * u, u, h₀.le, (abs_of_nonneg hu).le, ?_⟩
  rw [← h]
  unfold fusedResidual roundedProduct
  congr 1
  ring

/-- If all relative rounding errors are at most `u` and cancellation leaves a difference of
size at least `u |b c|`, the compensated error is at most `3 u + 2 u ^ 2` times the size of
the exact difference. -/
theorem compensated_relative_accuracy {a b c d δ₀ δ₁ δ₂ u : ℝ}
    (h₀ : |δ₀| ≤ u) (h₁ : |δ₁| ≤ u) (h₂ : |δ₂| ≤ u)
    (hcancel : u * |b * c| ≤ |a * d - b * c|) :
    |compensated a b c d δ₀ δ₁ δ₂ - (a * d - b * c)| ≤
      (3 * u + 2 * u ^ 2) * |a * d - b * c| := by
  have hu : 0 ≤ u := (abs_nonneg δ₀).trans h₀
  have hw : 0 ≤ u * (1 + u) := by positivity
  -- the second-order term is absorbed by the surviving difference
  have hm := mul_le_mul_of_nonneg_left hcancel hw
  calc |compensated a b c d δ₀ δ₁ δ₂ - (a * d - b * c)|
      ≤ (2 * u + u ^ 2) * |a * d - b * c| + u ^ 2 * (1 + u) * |b * c| :=
        compensated_error_le h₀ h₁ h₂
    _ = (2 * u + u ^ 2) * |a * d - b * c| + u * (1 + u) * (u * |b * c|) := by ring
    _ ≤ (2 * u + u ^ 2) * |a * d - b * c| + u * (1 + u) * |a * d - b * c| := by linarith
    _ = (3 * u + 2 * u ^ 2) * |a * d - b * c| := by ring

end FusedDifferenceOfProducts
```

```lean
#print axioms FusedDifferenceOfProducts.compensated_error_le
#print axioms FusedDifferenceOfProducts.compensated_error_attained
#print axioms FusedDifferenceOfProducts.uncompensated_error_attained
#print axioms FusedDifferenceOfProducts.compensated_relative_accuracy
```

```
'FusedDifferenceOfProducts.compensated_error_le' depends on axioms: [propext, Classical.choice, Quot.sound]
'FusedDifferenceOfProducts.compensated_error_attained' depends on axioms: [propext, Classical.choice, Quot.sound]
'FusedDifferenceOfProducts.uncompensated_error_attained' depends on axioms: [propext, Classical.choice, Quot.sound]
'FusedDifferenceOfProducts.compensated_relative_accuracy' depends on axioms: [propext, Classical.choice, Quot.sound]
```

## From the error identity to the upper bound

`compensated_error` is the exact formula for $r-D$. After the three definitions are unfolded, both sides are polynomials in the inputs and the relative errors, and `ring` carries out the expansion and the cancellation of $bc\,\delta_0$. No bound on the errors is needed at this stage.

`compensated_error_le` then estimates that formula. Inside the proof, `hX` is the inequality $|D-bc\,\delta_0|\le|D|+u|bc|$, and `hY` is $|1+\delta_2|\le1+u$. The final `calc` block follows the derivation line by line: `abs_add_le` is the triangle inequality, `abs_mul` splits the absolute values of products, `gcongr` replaces each factor by its upper bound, and `ring` collects the coefficients.

`uncompensated_error_le` has the same structure. Its local identity `he` is the formula for $f-D$. The term $\delta_0(1+\delta_1)bc$ survives in it at first order, because nothing has been added back.

## Choosing the signs that attain the bounds

`exists_aligning_sign` supplies the sign $s$. For nonnegative weights $p,q$ and real $x,y$ it finds $s$ with $|s|=1$ and

$$|px+s\,qy|=p|x|+q|y|.$$

The inner statement `key` proves this first without weights, by going through the four combinations of signs: $s=1$ if the two numbers have the same sign, and $s=-1$ otherwise. A zero can be put in either class, so vanishing inputs need no separate treatment.

`compensated_error_attained` applies this with $p=2u+u^2$, $q=u^2(1+u)$, $x=D$ and $y=bc$. It then supplies the errors `-s * u`, `u` and `u` for $\delta_0$, $\delta_1$ and $\delta_2$. After the error identity has been inserted, `congr 1` reduces the equality of two absolute values to the equality of their arguments, which `ring` verifies. `uncompensated_error_attained` uses the weights $u$ and $u(1+u)$, and unfolds the definitions instead of inserting an error identity.

## Absorbing the second-order term

`compensated_relative_accuracy` starts from the upper bound already proved. Its extra hypothesis `hcancel` is $u|bc|\le|D|$, which limits how far the cancellation may go. The step `hm` multiplies this inequality by the nonnegative number $u(1+u)$, `linarith` inserts the result into the bound, and `ring` adds the coefficients to give $3u+2u^2$.
